# Rosenfeld sum rule in finite dimension: for Hermitian dipoles with $\sum_k[\mu_k,m_k]=0$, the rotatory strengths from any state sum to zero

Take two orthonormal states $|0\rangle$ and $|1\rangle$, and Hermitian matrices $\mu_k$ and $m_k$ for the Cartesian components $k=0,1,2$ of the electric and magnetic dipoles. The rotatory strength of the transition $0\to1$ is $R_1=\operatorname{Im}\sum_k(\mu_k)_{01}(m_k)_{10}$. In the $00$ entry of the summed commutator the diagonal products cancel, and Hermiticity makes the remaining terms complex conjugates:

$$\sum_k[\mu_k,m_k]_{00}=\sum_k\big((\mu_k)_{01}(m_k)_{10}-(m_k)_{01}(\mu_k)_{10}\big)=2iR_1 .$$

If the summed commutator vanishes, so does $R_1$: in this model, an isotropic sample of such two-level systems shows no optical activity. With more levels, the same argument makes the strengths cancel in the sum.

## States, dipoles and the commutator condition

The state space `E` is a complex inner product space, whose inner product is conjugate-linear in the first slot, like a bracket $\langle\psi|\phi\rangle$. The finite index type `ι` labels an orthonormal basis, so every result that uses a basis is finite-dimensional.

```lean
import Mathlib

open scoped InnerProductSpace ComplexConjugate
open Matrix

namespace RosenfeldSumRule

noncomputable section

variable {E ι : Type*} [NormedAddCommGroup E] [InnerProductSpace ℂ E] [Fintype ι]
```

For any two vectors, define

$$R(\psi\to\phi)=\operatorname{Im}\sum_k\langle\psi|\mu_k|\phi\rangle\langle\phi|m_k|\psi\rangle .$$

Unit-dependent prefactors are omitted. No Hamiltonian enters the definition; the numbers are spectroscopic strengths when $\psi$ and $\phi$ are normalised eigenstates of the system's Hamiltonian.

```lean
/-- The rotatory strength `Im ∑ₖ ⟨ψ|μₖ|φ⟩⟨φ|mₖ|ψ⟩` of the transition from `ψ` to `φ`, for an
electric dipole `μ` and a magnetic dipole `m` with three Cartesian components each. -/
def rotatoryStrength (μ m : Fin 3 → E →ₗ[ℂ] E) (ψ φ : E) : ℝ :=
  (∑ k, ⟪ψ, μ k φ⟫_ℂ * ⟪φ, m k ψ⟫_ℂ).im
```

The operator that controls the sum is $C=\sum_k(\mu_km_k-m_k\mu_k)$.

```lean
/-- The scalar commutator `∑ₖ [μₖ, mₖ]` of the two dipole operators. -/
def dipoleCommutator (μ m : Fin 3 → E →ₗ[ℂ] E) : E →ₗ[ℂ] E :=
  ∑ k, (μ k ∘ₗ m k - m k ∘ₗ μ k)
```

The condition $C=0$ stands for the fact that a position component commutes with the angular momentum component along the same axis: $L_k$ contains only the coordinates and momenta of the other two axes. The theorems assume this condition and do not derive it from position and momentum operators. Dipole matrices truncated to a finite basis can violate it.

## Reversing a transition changes the sign

Hermiticity, `IsSymmetric` in Lean, gives $\langle\phi|\mu_k|\psi\rangle=\langle\psi|\mu_k|\phi\rangle^*$, and likewise for $m_k$. Hence

$$\sum_k\langle\phi|\mu_k|\psi\rangle\langle\psi|m_k|\phi\rangle=\Big(\sum_k\langle\psi|\mu_k|\phi\rangle\langle\phi|m_k|\psi\rangle\Big)^* ,$$

and the imaginary part changes sign. The auxiliary equation `h` is this identity.

```lean
/-- For Hermitian dipole operators, the reverse transition has the opposite rotatory strength. -/
theorem rotatoryStrength_reverse {μ m : Fin 3 → E →ₗ[ℂ] E}
    (hμ : ∀ k, (μ k).IsSymmetric) (hm : ∀ k, (m k).IsSymmetric) (ψ φ : E) :
    rotatoryStrength μ m φ ψ = -rotatoryStrength μ m ψ φ := by
  -- Hermiticity turns the reversed product of matrix elements into the complex conjugate.
  have h : ∑ k, ⟪φ, μ k ψ⟫_ℂ * ⟪ψ, m k φ⟫_ℂ
      = conj (∑ k, ⟪ψ, μ k φ⟫_ℂ * ⟪φ, m k ψ⟫_ℂ) := by
    rw [map_sum]
    refine Finset.sum_congr rfl fun k _ => ?_
    rw [map_mul, inner_conj_symm, inner_conj_symm, hμ k φ ψ, hm k ψ φ]
  unfold rotatoryStrength
  rw [h, Complex.conj_im]
```

Setting $\phi=\psi$ gives $R(\psi\to\psi)=-R(\psi\to\psi)$, so this strength is zero.

```lean
/-- For Hermitian dipole operators, the rotatory strength from a state to itself is zero. -/
theorem rotatoryStrength_self {μ m : Fin 3 → E →ₗ[ℂ] E}
    (hμ : ∀ k, (μ k).IsSymmetric) (hm : ∀ k, (m k).IsSymmetric) (ψ : E) :
    rotatoryStrength μ m ψ ψ = 0 := by
  linarith [rotatoryStrength_reverse hμ hm ψ ψ]
```

## Closure removes the intermediate states

Move $\mu_k$ to the left, insert $\sum_n|n\rangle\langle n|=1$, and move it back:

$$\langle\psi|\mu_km_k\psi\rangle=\langle\mu_k\psi|m_k\psi\rangle=\sum_n\langle\mu_k\psi|n\rangle\langle n|m_k\psi\rangle=\sum_n\langle\psi|\mu_k|n\rangle\langle n|m_k|\psi\rangle .$$

Summing over $k$ and taking imaginary parts yields

$$\sum_nR(\psi\to n)=\operatorname{Im}\sum_k\langle\psi|\mu_km_k|\psi\rangle .$$

In the proof, `Finset.sum_comm` exchanges the sums over $n$ and $k$, and `b.sum_inner_mul_inner` supplies the closure relation. This proof uses the Hermiticity of $\mu$ but not that of $m$. The identity itself needs neither: expanding $m_k\psi$ in the basis and then applying $\mu_k$ gives it for any linear operators.

```lean
/-- Closure: for a Hermitian electric dipole, the rotatory strengths from `ψ` to all states of an
orthonormal basis add up to `Im ∑ₖ ⟨ψ|μₖ mₖ|ψ⟩`. -/
theorem sum_rotatoryStrength {μ : Fin 3 → E →ₗ[ℂ] E} (m : Fin 3 → E →ₗ[ℂ] E)
    (hμ : ∀ k, (μ k).IsSymmetric) (b : OrthonormalBasis ι ℂ E) (ψ : E) :
    ∑ n, rotatoryStrength μ m ψ (b n) = (∑ k, ⟪ψ, μ k (m k ψ)⟫_ℂ).im := by
  simp only [rotatoryStrength]
  rw [← Complex.im_sum, Finset.sum_comm]
  congr 1
  refine Finset.sum_congr rfl fun k _ => ?_
  -- Insert the resolution of the identity between the two dipole operators.
  rw [← hμ k ψ (m k ψ), ← b.sum_inner_mul_inner]
  refine Finset.sum_congr rfl fun n _ => ?_
  rw [hμ k ψ (b n)]
```

## The total strength is a commutator expectation value

Write $z=\sum_k\langle\psi|\mu_km_k|\psi\rangle$. Moving both operators across the inner product gives $z^*=\sum_k\langle\psi|m_k\mu_k|\psi\rangle$, so

$$\langle\psi|C|\psi\rangle=z-z^*=2i\operatorname{Im}z=2i\sum_nR(\psi\to n).$$

No commutation has been assumed. For an unnormalised $\psi$, dividing both sides by $\langle\psi|\psi\rangle$ gives the values for the normalised state. In the proof, `h` is the formula for $z^*$ and `hC` expands the commutator.

```lean
/-- For Hermitian dipole operators and any vector `ψ`, the diagonal matrix element
`⟨ψ|∑ₖ [μₖ, mₖ]|ψ⟩` is `2i` times the sum of the rotatory strengths from `ψ` to all states of an
orthonormal basis. -/
theorem expectation_dipoleCommutator {μ m : Fin 3 → E →ₗ[ℂ] E}
    (hμ : ∀ k, (μ k).IsSymmetric) (hm : ∀ k, (m k).IsSymmetric)
    (b : OrthonormalBasis ι ℂ E) (ψ : E) :
    ⟪ψ, dipoleCommutator μ m ψ⟫_ℂ
      = 2 * Complex.I * ((∑ n, rotatoryStrength μ m ψ (b n) : ℝ) : ℂ) := by
  -- The two operator orderings have complex conjugate expectation values.
  have h : conj (∑ k, ⟪ψ, μ k (m k ψ)⟫_ℂ) = ∑ k, ⟪ψ, m k (μ k ψ)⟫_ℂ := by
    rw [map_sum]
    refine Finset.sum_congr rfl fun k _ => ?_
    rw [inner_conj_symm, hμ k (m k ψ) ψ, hm k ψ (μ k ψ)]
  have hC : ⟪ψ, dipoleCommutator μ m ψ⟫_ℂ
      = ∑ k, ⟪ψ, μ k (m k ψ)⟫_ℂ - ∑ k, ⟪ψ, m k (μ k ψ)⟫_ℂ := by
    simp only [dipoleCommutator, LinearMap.sum_apply, LinearMap.sub_apply,
      LinearMap.comp_apply, inner_sum, inner_sub_right, Finset.sum_sub_distrib]
  rw [hC, ← h, Complex.sub_conj, sum_rotatoryStrength m hμ b ψ, Complex.ofReal_mul,
    Complex.ofReal_ofNat]
  ring
```

For rotatory strengths computed with Hermitian dipole matrices and a complete orthonormal set of states in a finite model space, a non-zero total therefore measures the violation of the commutator condition in the reference state.

## When the total vanishes for every reference vector

If $C=0$, the last identity gives $\sum_nR(\psi\to n)=0$ after division by $2i$. Conversely, if the total vanishes for every $\psi$, then so does every $\langle\psi|C|\psi\rangle$. Polarisation recovers the general matrix element:

$$4\langle\phi|C|\psi\rangle=\sum_{j=0}^{3}i^j\,\langle\psi+i^j\phi|C|\psi+i^j\phi\rangle=0 .$$

Taking $\phi=C\psi$ gives $C\psi=0$ for every $\psi$. Lean takes this converse step from `inner_map_self_eq_zero`.

```lean
/-- For Hermitian dipole operators and a fixed orthonormal basis, the rotatory strengths sum to
zero from every reference vector exactly when `∑ₖ [μₖ, mₖ] = 0`. -/
theorem sum_rule_iff {μ m : Fin 3 → E →ₗ[ℂ] E}
    (hμ : ∀ k, (μ k).IsSymmetric) (hm : ∀ k, (m k).IsSymmetric)
    (b : OrthonormalBasis ι ℂ E) :
    (∀ ψ, ∑ n, rotatoryStrength μ m ψ (b n) = 0) ↔ dipoleCommutator μ m = 0 := by
  constructor
  · intro h
    -- A complex operator whose expectation values all vanish is zero.
    refine (inner_map_self_eq_zero _).mp fun ψ => ?_
    rw [← inner_conj_symm, expectation_dipoleCommutator hμ hm b ψ, h ψ, Complex.ofReal_zero,
      mul_zero, map_zero]
  · intro hC ψ
    have e : 2 * Complex.I * ((∑ n, rotatoryStrength μ m ψ (b n) : ℝ) : ℂ) = 0 := by
      rw [← expectation_dipoleCommutator hμ hm b ψ, hC, LinearMap.zero_apply, inner_zero_right]
    exact Complex.ofReal_eq_zero.mp
      ((mul_eq_zero.mp e).resolve_left (mul_ne_zero two_ne_zero Complex.I_ne_zero))
```

The condition on the commutator does real work. In two dimensions, let $\mu_0=\sigma_x$ and $m_0=\sigma_y$, with all other components zero. Both dipoles are Hermitian, but $C=2i\sigma_z$, and the strengths from state $0$ are $R_0=0$ and $R_1=\operatorname{Im}(1\cdot i)=1$. Their sum is $1$.

## The sum rule and the sign of the bands

Now let the reference state be a basis member $|g\rangle$ and assume $C=0$. The sign change under reversal gives the first equation below, and the equivalence just proved gives the second:

$$R(g\to g)=0,\qquad\sum_nR(g\to n)=0 .$$

The sum includes $n=g$, but that term is zero, so the strengths to the other states also sum to zero.

```lean
/-- Rosenfeld sum rule: for Hermitian dipole operators with `∑ₖ [μₖ, mₖ] = 0` and any orthonormal
basis, the rotatory strength from the reference state `g` to itself is zero, and the rotatory
strengths from `g` to all basis states sum to zero. -/
theorem rosenfeld_sum_rule {μ m : Fin 3 → E →ₗ[ℂ] E}
    (hμ : ∀ k, (μ k).IsSymmetric) (hm : ∀ k, (m k).IsSymmetric)
    (hC : dipoleCommutator μ m = 0) (b : OrthonormalBasis ι ℂ E) (g : ι) :
    rotatoryStrength μ m (b g) (b g) = 0 ∧ ∑ n, rotatoryStrength μ m (b g) (b n) = 0 :=
  ⟨rotatoryStrength_self hμ hm (b g), (sum_rule_iff hμ hm b).mpr hC (b g)⟩
```

Suppose some $R(g\to n)$ is positive and none is negative. The sum would then be positive, which contradicts the sum rule. So some $R(g\to n')$ is negative. The statement concerns individual basis states; within a degenerate level, contributions of opposite sign may cancel in the observed band.

```lean
/-- For Hermitian dipole operators with `∑ₖ [μₖ, mₖ] = 0`, a transition of positive rotatory
strength from `g` is accompanied by one of negative rotatory strength from `g`. -/
theorem exists_negative_band {μ m : Fin 3 → E →ₗ[ℂ] E}
    (hμ : ∀ k, (μ k).IsSymmetric) (hm : ∀ k, (m k).IsSymmetric)
    (hC : dipoleCommutator μ m = 0) (b : OrthonormalBasis ι ℂ E) (g n : ι)
    (hn : 0 < rotatoryStrength μ m (b g) (b n)) :
    ∃ n', rotatoryStrength μ m (b g) (b n') < 0 := by
  by_contra hne
  have hpos : 0 < ∑ i, rotatoryStrength μ m (b g) (b i) :=
    Finset.sum_pos' (fun i _ => not_lt.mp fun hi => hne ⟨i, hi⟩) ⟨n, Finset.mem_univ n, hn⟩
  exact hpos.ne' (rosenfeld_sum_rule hμ hm hC b g).2
```

## A three-site ring with strengths −3 and +3

Two levels allow only zero strengths under these hypotheses, but three levels already allow non-zero ones. Let $S$ be the cyclic shift with $S_{01}=S_{12}=S_{20}=1$. The electric matrix is $A=S+S^\dagger$:

```lean
/-- A real symmetric matrix coupling the sites of a three-site ring. -/
def ringElectric : Matrix (Fin 3) (Fin 3) ℂ := !![0, 1, 1; 1, 0, 1; 1, 1, 0]
```

The magnetic matrix is $B=i(S-S^\dagger)$:

```lean
/-- An imaginary antisymmetric matrix circulating around a three-site ring. -/
def ringMagnetic : Matrix (Fin 3) (Fin 3) ℂ :=
  !![0, Complex.I, -Complex.I; -Complex.I, 0, Complex.I; Complex.I, -Complex.I, 0]
```

Both are Hermitian. Since $S^\dagger=S^2$, both are polynomials in $S$ and therefore commute. Matrix elements between the orthonormal site states are the matrix entries, $\langle i|A|j\rangle=A_{ij}$.

```lean
/-- The matrix element of a matrix operator between two site states is the matrix entry. -/
theorem inner_site (A : Matrix (Fin 3) (Fin 3) ℂ) (i j : Fin 3) :
    ⟪EuclideanSpace.single i (1 : ℂ), toEuclideanLin A (EuclideanSpace.single j 1)⟫_ℂ
      = A i j := by
  have h : toEuclideanLin A (EuclideanSpace.single j 1)
      = WithLp.toLp 2 (A *ᵥ (EuclideanSpace.single j (1 : ℂ)).ofLp) := rfl
  rw [h]
  simp [EuclideanSpace.inner_single_left]
```

Set $\mu_k=A$ and $m_k=B$ for all three components. This is an algebraic example, not a molecular geometry. From site $0$,

$$R_1=3\operatorname{Im}(A_{01}B_{10})=3\operatorname{Im}(-i)=-3,\qquad R_2=3\operatorname{Im}(A_{02}B_{20})=3\operatorname{Im}(i)=3 .$$

With $R_0=0$, the total is zero. The proof checks Hermiticity and commutation entry by entry, transfers the matrix identity to the linear maps, and evaluates the two strengths with `inner_site`.

```lean
/-- With all three components equal to the ring matrices, the dipole operators are Hermitian,
`∑ₖ [μₖ, mₖ] = 0`, and the rotatory strengths from site 0 to sites 1 and 2 are `-3` and `3`. -/
theorem rosenfeld_witness :
    (toEuclideanLin ringElectric).IsSymmetric ∧ (toEuclideanLin ringMagnetic).IsSymmetric ∧
    dipoleCommutator (fun _ => toEuclideanLin ringElectric)
      (fun _ => toEuclideanLin ringMagnetic) = 0 ∧
    rotatoryStrength (fun _ => toEuclideanLin ringElectric)
      (fun _ => toEuclideanLin ringMagnetic)
      (EuclideanSpace.single 0 1) (EuclideanSpace.single 1 1) = -3 ∧
    rotatoryStrength (fun _ => toEuclideanLin ringElectric)
      (fun _ => toEuclideanLin ringMagnetic)
      (EuclideanSpace.single 0 1) (EuclideanSpace.single 2 1) = 3 := by
  refine ⟨isSymmetric_toEuclideanLin_iff.mpr ?_, isSymmetric_toEuclideanLin_iff.mpr ?_,
    ?_, ?_, ?_⟩
  · ext i j
    fin_cases i <;> fin_cases j <;> simp [ringElectric]
  · ext i j
    fin_cases i <;> fin_cases j <;> simp [ringMagnetic]
  · -- Both matrices are circulant, so they commute.
    have hAB : ringElectric * ringMagnetic = ringMagnetic * ringElectric := by
      ext i j
      fin_cases i <;> fin_cases j <;>
        simp [ringElectric, ringMagnetic, Matrix.mul_apply, Fin.sum_univ_succ]
    have h : toEuclideanLin ringElectric ∘ₗ toEuclideanLin ringMagnetic
        = toEuclideanLin ringMagnetic ∘ₗ toEuclideanLin ringElectric := by
      refine LinearMap.ext fun x => ?_
      change WithLp.toLp 2 (ringElectric *ᵥ (ringMagnetic *ᵥ x.ofLp))
        = WithLp.toLp 2 (ringMagnetic *ᵥ (ringElectric *ᵥ x.ofLp))
      rw [Matrix.mulVec_mulVec, Matrix.mulVec_mulVec, hAB]
    simp only [dipoleCommutator, h, sub_self, Finset.sum_const_zero]
  · simp only [rotatoryStrength, inner_site]
    simp [ringElectric, ringMagnetic]
  · simp only [rotatoryStrength, inner_site]
    simp [ringElectric, ringMagnetic]

end

end RosenfeldSumRule
```

```lean
#print axioms RosenfeldSumRule.rosenfeld_sum_rule
-- 'RosenfeldSumRule.rosenfeld_sum_rule' depends on axioms: [propext, Classical.choice, Quot.sound]
#print axioms RosenfeldSumRule.exists_negative_band
-- 'RosenfeldSumRule.exists_negative_band' depends on axioms: [propext, Classical.choice, Quot.sound]
```
